# The angular momentum lowering operator is injective on every eigenspace of $J_z$ with $m>0$

## Counting states by magnetic quantum number

Three spins 1/2, each up or down along $z$, have eight product basis states. Sorted by the total magnetic quantum number $m = 3/2, 1/2, -1/2, -3/2$, they number 1, 3, 3, 1. The count does not fall as $m$ steps down from the top towards the middle. Is this special to the example, or does the ladder algebra enforce it?

Set $\hbar=1$ and let $J_z, J_+, J_-$ be linear operators on a complex inner-product space $V$, with

$$[J_z,J_\pm]=\pm J_\pm,\qquad [J_+,J_-]=2J_z,\qquad \langle J_+u,w\rangle=\langle u,J_-w\rangle .$$

For real $m$, write $V_m=\{v: J_zv=mv\}$. If $m>0$, then $J_-$ is injective on $V_m$; if $V$ is also finite-dimensional, $\dim V_m\le\dim V_{m-1}$.

## A norm identity without total $j$

Let $v\in V_m$. The lowered vector lies in $V_{m-1}$, because

$$J_zJ_-v=J_-J_zv-J_-v=(m-1)J_-v .$$

Its norm follows from adjointness and the third commutator:

$$\|J_-v\|^2=\langle J_+J_-v,v\rangle=\langle J_-J_+v,v\rangle+2m\langle v,v\rangle=\|J_+v\|^2+2m\|v\|^2 .$$

Suppose $x,y\in V_m$ and $J_-x=J_-y$. Then $v=x-y$ is in $V_m$ and $J_-v=0$, so $0=\|J_+v\|^2+2m\|v\|^2$. Both terms are non-negative and $m>0$, hence $v=0$. An injective linear map $V_m\to V_{m-1}$ gives the inequality of dimensions.

## Several steps, and negative $m$

The $k$-th lowering step starts from $m-k+1$, which is positive when $k<m+1$. Chaining the steps gives $\dim V_m\le\dim V_{m-k}$.

The operators $-J_z, J_-, J_+$, in the roles of $J_z, J_+, J_-$, satisfy the same relations. Hence $\dim V_m\le\dim V_{m+1}$ for $m<0$. Taking $m=1/2$ in the first inequality and $m=-1/2$ in the mirrored one gives $\dim V_{1/2}=\dim V_{-1/2}$.

## What fails at $m=0$

Take $V=\mathbb C$ with all three operators zero: a single spin-0 state. The relations hold and $V_0=\mathbb C$, but $J_-$ sends everything to zero. The dimension inequality fails too, since $V_{-1}=\{0\}$.

## Use in exact diagonalisation

For a finite spin model whose Hamiltonian commutes with the total spin operators, lowering carries an energy eigenvector with $m>0$ to a nonzero one of the same energy at $m-1$. With the mirrored argument for negative $m$, diagonalising only the $m=0$ block (or the $m=1/2$ block, if the model's values of $m$ are half-odd integers) therefore finds every energy level, though in general not its full degeneracy.

## The relations in Lean

`IsLadder Jz Jp Jm` collects the commutators, written on vectors, and the adjoint relation. Mathlib's inner product is conjugate-linear in its first argument. Hermiticity of $J_z$ is not a separate assumption.

`magneticSpace Jz m` is $V_m$, with the real number `m` cast to $\mathbb C$. It may be zero: nothing requires `m` to be an eigenvalue. `Set.InjOn` expresses injectivity on this subspace, and `finrank` is its dimension.

The norm identity and injectivity need no finite dimension, but the operators must be defined on all of `V` and map it into itself. `V` need not be complete, so for unbounded operators it can be a common domain that all three map into itself and on which the relations hold. The dimension statements assume `FiniteDimensional ℂ V`.

```lean
import Mathlib

open Module

namespace LadderMultiplicity

noncomputable section

variable {V : Type*} [NormedAddCommGroup V] [InnerProductSpace ℂ V]

/-- The angular momentum ladder relations (with ħ = 1) for `Jz`, `J+`, `J-`,
with `J-` adjoint to `J+`. -/
structure IsLadder (Jz Jp Jm : V →ₗ[ℂ] V) : Prop where
  z_plus : ∀ v, Jz (Jp v) - Jp (Jz v) = Jp v
  z_minus : ∀ v, Jz (Jm v) - Jm (Jz v) = -Jm v
  plus_minus : ∀ v, Jp (Jm v) - Jm (Jp v) = (2 : ℂ) • Jz v
  adj : ∀ u w, inner ℂ (Jp u) w = inner ℂ u (Jm w)

/-- The space of states with magnetic quantum number `m`: the `m`-eigenspace of `Jz`. -/
def magneticSpace (Jz : V →ₗ[ℂ] V) (m : ℝ) : Submodule ℂ V :=
  Module.End.eigenspace Jz (m : ℂ)

/-- A vector lies in the magnetic space of `m` exactly when `Jz v = m v`. -/
theorem mem_magneticSpace {Jz : V →ₗ[ℂ] V} {m : ℝ} {v : V} :
    v ∈ magneticSpace Jz m ↔ Jz v = (m : ℂ) • v :=
  Module.End.mem_eigenspace_iff

variable {Jz Jp Jm : V →ₗ[ℂ] V} {m : ℝ}

/-- The lowering operator takes states with magnetic quantum number `m` into the
`(m - 1)`-eigenspace of `Jz`. -/
theorem IsLadder.lowering_mem (h : IsLadder Jz Jp Jm) {v : V}
    (hv : v ∈ magneticSpace Jz m) : Jm v ∈ magneticSpace Jz (m - 1) := by
  rw [mem_magneticSpace] at hv ⊢
  have e := h.z_minus v
  rw [hv, map_smul] at e
  push_cast
  linear_combination (norm := module) e

/-- For a state with `Jz v = m v`, the squared norms of the lowered and the raised
state differ by `2 m ‖v‖²`. -/
theorem IsLadder.norm_sq_lowering (h : IsLadder Jz Jp Jm) {v : V}
    (hv : v ∈ magneticSpace Jz m) :
    ‖Jm v‖ ^ 2 = ‖Jp v‖ ^ 2 + 2 * m * ‖v‖ ^ 2 := by
  rw [mem_magneticSpace] at hv
  have key : ∀ x : V, inner ℂ x x = ((‖x‖ ^ 2 : ℝ) : ℂ) := fun x => by
    simp [inner_self_eq_norm_sq_to_K]
  have adj' : inner ℂ (Jm (Jp v)) v = inner ℂ (Jp v) (Jp v) := by
    rw [← inner_conj_symm (Jm (Jp v)) v, ← h.adj v (Jp v), inner_conj_symm]
  -- the commutator exchanges the order of raising and lowering
  have e : Jp (Jm v) = Jm (Jp v) + ((2 * m : ℝ) : ℂ) • v := by
    have c := h.plus_minus v
    rw [hv] at c
    push_cast
    linear_combination (norm := module) c
  have r := h.adj (Jm v) v
  rw [e, inner_add_left, inner_smul_left, Complex.conj_ofReal, adj',
    key, key, key] at r
  exact_mod_cast r.symm

/-- For `m > 0` the lowering operator is injective on the `m`-eigenspace of `Jz`. -/
theorem IsLadder.lowering_injOn (h : IsLadder Jz Jp Jm) (hm : 0 < m) :
    Set.InjOn Jm (magneticSpace Jz m : Set V) := by
  intro x hx y hy hxy
  by_contra hne
  -- the difference is annihilated by `J-`, which the norm identity forbids
  have e := h.norm_sq_lowering ((magneticSpace Jz m).sub_mem hx hy)
  rw [map_sub Jm x y, hxy, sub_self, norm_zero] at e
  have hp : 0 < ‖x - y‖ := norm_pos_iff.mpr (sub_ne_zero.mpr hne)
  have hpos : 0 < 2 * m * ‖x - y‖ ^ 2 := by positivity
  nlinarith [sq_nonneg ‖Jp (x - y)‖]

/-- For `m > 0` the multiplicity of `m` as an eigenvalue of `Jz` is at most that
of `m - 1`. -/
theorem IsLadder.finrank_le_lower [FiniteDimensional ℂ V] (h : IsLadder Jz Jp Jm)
    (hm : 0 < m) :
    finrank ℂ (magneticSpace Jz m) ≤ finrank ℂ (magneticSpace Jz (m - 1)) := by
  let f : magneticSpace Jz m →ₗ[ℂ] magneticSpace Jz (m - 1) :=
    Jm.restrict (fun _ hv => h.lowering_mem hv)
  have hf : Function.Injective f := fun x y hxy =>
    Subtype.ext (h.lowering_injOn hm x.2 y.2 (congrArg Subtype.val hxy))
  exact LinearMap.finrank_le_finrank_of_injective hf

/-- The multiplicity of `m` is at most that of `m - k`, for every number of lowering
steps `k < m + 1`. -/
theorem IsLadder.finrank_le_lower_steps [FiniteDimensional ℂ V]
    (h : IsLadder Jz Jp Jm) (k : ℕ) (hk : (k : ℝ) < m + 1) :
    finrank ℂ (magneticSpace Jz m) ≤ finrank ℂ (magneticSpace Jz (m - k)) := by
  induction k with
  | zero =>
    have e : m - ((0 : ℕ) : ℝ) = m := by simp
    exact le_of_eq (by rw [e])
  | succ k ih =>
    push_cast at hk
    have step := h.finrank_le_lower (m := m - k) (by linarith)
    have e : m - ((k + 1 : ℕ) : ℝ) = m - k - 1 := by push_cast; ring
    rw [e]
    exact (ih (by linarith)).trans step

/-- Reversing the axis, `Jz → -Jz` with `J+` and `J-` exchanged, preserves the
ladder relations. -/
theorem IsLadder.flip (h : IsLadder Jz Jp Jm) : IsLadder (-Jz) Jm Jp where
  z_plus v := by
    simp only [LinearMap.neg_apply, map_neg]
    linear_combination (norm := module) (-1 : ℂ) • h.z_minus v
  z_minus v := by
    simp only [LinearMap.neg_apply, map_neg]
    linear_combination (norm := module) (-1 : ℂ) • h.z_plus v
  plus_minus v := by
    simp only [LinearMap.neg_apply]
    linear_combination (norm := module) (-1 : ℂ) • h.plus_minus v
  adj u w := by
    rw [← inner_conj_symm (Jm u) w, ← h.adj w u, inner_conj_symm]

/-- For `m < 0` the multiplicity of `m` is at most that of `m + 1`. -/
theorem IsLadder.finrank_le_raise [FiniteDimensional ℂ V] (h : IsLadder Jz Jp Jm)
    (hm : m < 0) :
    finrank ℂ (magneticSpace Jz m) ≤ finrank ℂ (magneticSpace Jz (m + 1)) := by
  have neg_space : ∀ a : ℝ, magneticSpace (-Jz) a = magneticSpace Jz (-a) := by
    intro a
    ext v
    simp only [mem_magneticSpace, LinearMap.neg_apply, Complex.ofReal_neg, neg_smul,
      neg_eq_iff_eq_neg]
  have e := h.flip.finrank_le_lower (m := -m) (by linarith)
  rwa [neg_space (-m), neg_space (-m - 1), neg_neg,
    show -(-m - 1) = m + 1 by ring] at e

/-- The magnetic spaces of `1/2` and `-1/2` have the same dimension (possibly zero). -/
theorem IsLadder.finrank_half [FiniteDimensional ℂ V] (h : IsLadder Jz Jp Jm) :
    finrank ℂ (magneticSpace Jz (1 / 2)) = finrank ℂ (magneticSpace Jz (-1 / 2)) := by
  have a := h.finrank_le_lower (m := 1 / 2) (by norm_num)
  have b := h.finrank_le_raise (m := -1 / 2) (by norm_num)
  rw [show (1 / 2 : ℝ) - 1 = -1 / 2 by norm_num] at a
  rw [show (-1 / 2 : ℝ) + 1 = 1 / 2 by norm_num] at b
  exact le_antisymm a b

/-- At `m = 0` injectivity can fail: zero operators on a one-dimensional space satisfy
the ladder relations, and `J-` is not injective on the `0`-eigenspace of `Jz`. -/
theorem lowering_not_injOn_zero :
    IsLadder (0 : ℂ →ₗ[ℂ] ℂ) 0 0 ∧
      ¬ Set.InjOn (0 : ℂ →ₗ[ℂ] ℂ) (magneticSpace (0 : ℂ →ₗ[ℂ] ℂ) 0 : Set ℂ) := by
  refine ⟨⟨by simp, by simp, by simp, by simp⟩, fun hinj => ?_⟩
  have h1 : (1 : ℂ) ∈ magneticSpace (0 : ℂ →ₗ[ℂ] ℂ) 0 :=
    mem_magneticSpace.mpr (by simp)
  exact one_ne_zero (hinj h1 (Submodule.zero_mem _) (by simp))

/-- The spin-1/2 operator `Jz` on `ℂ²`. -/
def spinZ : EuclideanSpace ℂ (Fin 2) →ₗ[ℂ] EuclideanSpace ℂ (Fin 2) where
  toFun v := !₂[v 0 / 2, -(v 1) / 2]
  map_add' u v := by ext i; fin_cases i <;> simp <;> ring
  map_smul' c v := by ext i; fin_cases i <;> simp <;> ring

/-- The spin-1/2 raising operator on `ℂ²`. -/
def spinPlus : EuclideanSpace ℂ (Fin 2) →ₗ[ℂ] EuclideanSpace ℂ (Fin 2) where
  toFun v := !₂[v 1, 0]
  map_add' u v := by ext i; fin_cases i <;> simp
  map_smul' c v := by ext i; fin_cases i <;> simp

/-- The spin-1/2 lowering operator on `ℂ²`. -/
def spinMinus : EuclideanSpace ℂ (Fin 2) →ₗ[ℂ] EuclideanSpace ℂ (Fin 2) where
  toFun v := !₂[0, v 0]
  map_add' u v := by ext i; fin_cases i <;> simp
  map_smul' c v := by ext i; fin_cases i <;> simp

/-- The spin-1/2 operators satisfy the ladder relations, and `(1, 0)` is a state with
magnetic quantum number `1/2`. -/
theorem isLadder_witness :
    IsLadder spinZ spinPlus spinMinus ∧ !₂[(1 : ℂ), 0] ∈ magneticSpace spinZ (1 / 2) := by
  refine ⟨⟨fun v => ?_, fun v => ?_, fun v => ?_, fun u w => ?_⟩, ?_⟩
  · ext i
    fin_cases i <;> simp [spinZ, spinPlus]
    ring
  · ext i
    fin_cases i <;> simp [spinZ, spinMinus]
    ring
  · ext i; fin_cases i <;> simp [spinZ, spinPlus, spinMinus] <;> ring
  · simp [spinPlus, spinMinus, PiLp.inner_apply, Fin.sum_univ_two]
  · rw [mem_magneticSpace]
    ext i; fin_cases i <;> simp [spinZ]

end

end LadderMultiplicity
```

```lean
#print axioms LadderMultiplicity.IsLadder.lowering_injOn
#print axioms LadderMultiplicity.IsLadder.finrank_le_lower_steps
#print axioms LadderMultiplicity.IsLadder.finrank_half
#print axioms LadderMultiplicity.lowering_not_injOn_zero
```

```
'LadderMultiplicity.IsLadder.lowering_injOn' depends on axioms: [propext, Classical.choice, Quot.sound]
'LadderMultiplicity.IsLadder.finrank_le_lower_steps' depends on axioms: [propext, Classical.choice, Quot.sound]
'LadderMultiplicity.IsLadder.finrank_half' depends on axioms: [propext, Classical.choice, Quot.sound]
'LadderMultiplicity.lowering_not_injOn_zero' depends on axioms: [propext, Classical.choice, Quot.sound]
```

## How the proof follows the calculation

`lowering_mem` is the first computation: after the eigenvalue equation is inserted into `z_minus`, `linear_combination (norm := module)` does the vector algebra.

In `norm_sq_lowering`, `e` reorders $J_+J_-v$ by the commutator, and `adj'` turns $\langle J_-J_+v,v\rangle$ into $\langle J_+v,J_+v\rangle$ by conjugate symmetry. The `key` equation replaces inner products by squared norms, and `exact_mod_cast` returns from complex to real numbers.

`lowering_injOn` applies this identity to `x - y`. If the difference were nonzero, `positivity` would make the term with $2m$ positive, and `nlinarith` finds the contradiction.

`finrank_le_lower` restricts `Jm` to a map between the two eigenspaces and uses its injectivity. `finrank_le_lower_steps` is an induction on `k`. `flip` checks the relations for the reversed axis, from which `finrank_le_raise` follows, and `finrank_half` combines the two inequalities.

`lowering_not_injOn_zero` is the spin-0 example. `isLadder_witness` verifies the relations for explicit spin-1/2 operators on $\mathbb C^2$ and places the nonzero vector $(1,0)$ in $V_{1/2}$, so the hypotheses are met in a case with $m>0$ and a nonzero eigenspace.
